# In a finite real basis with linearly independent pair products, the kinetic energy is a linear functional of the density

Take finitely many real basis functions `f i` whose products `f i * f j` with `i ≤ j` are linearly independent, and a real matrix `T`, which in the physical reading is the kinetic-energy matrix. The theorem `kinetic_energy_linear_in_density` says that one linear functional `L` on real functions gives `tr(TD)` when applied to the density of any real symmetric matrix `D`. `T` may be any real matrix, and `D` need not be positive or have a fixed trace. The proof uses linear independence to get a linear map `G` that reads off the coefficients of the products in a density, and then sums these coefficients against the symmetrised entries of `T`. What remains is to show that this sum over pairs equals the trace.

The first attempt, which Lean rejects:

```lean
import Mathlib

open Matrix

namespace KineticEnergyLinearInDensity

noncomputable section

variable {K : ℕ} {X : Type*}

/-- Index pairs `(i, j)` with `i ≤ j`, which label the distinct products of basis functions. -/
abbrev Pair (K : ℕ) := {p : Fin K × Fin K // p.1 ≤ p.2}

/-- The product `f_i f_j` of two basis functions, for `i ≤ j`. -/
def pairProduct (f : Fin K → X → ℝ) (p : Pair K) : X → ℝ :=
  fun x => f p.1.1 x * f p.1.2 x

/-- The density `n(x) = ∑ D_ij f_i(x) f_j(x)` of a one-particle density matrix `D`. -/
def density (f : Fin K → X → ℝ) (D : Matrix (Fin K) (Fin K) ℝ) : X → ℝ :=
  fun x => ∑ i, ∑ j, D i j * (f i x * f j x)

/-- The multiplicity of a product in the density: one if `i = j`, two otherwise. -/
def weight (i j : Fin K) : ℝ := if i = j then 1 else 2

/-- A symmetric double sum equals the weighted sum over pairs `i ≤ j`. -/
theorem sum_pairs (a : Fin K → Fin K → ℝ) (ha : ∀ i j, a i j = a j i) :
    ∑ i, ∑ j, a i j = ∑ p : Pair K, weight p.1.1 p.1.2 * a p.1.1 p.1.2 := by
  have e1 : ∑ p : Pair K, weight p.1.1 p.1.2 * a p.1.1 p.1.2 =
      ∑ x ∈ Finset.univ.filter (fun x : Fin K × Fin K => x.1 ≤ x.2),
        weight x.1 x.2 * a x.1 x.2 :=
    (Finset.sum_subtype _ (fun x => by simp)
      (fun x : Fin K × Fin K => weight x.1 x.2 * a x.1 x.2)).symm
  let b : Fin K → Fin K → ℝ := fun i j => if i ≤ j then weight i j * a i j else 0
  have e2 : ∑ x ∈ Finset.univ.filter (fun x : Fin K × Fin K => x.1 ≤ x.2),
      weight x.1 x.2 * a x.1 x.2 = ∑ i, ∑ j, b i j := by
    simp only [Finset.sum_filter, Fintype.sum_prod_type, b]
  -- the folded summand and its transpose add up to twice the original one
  have e3 : ∑ i, ∑ j, (b i j + b j i) = ∑ i, ∑ j, 2 * a i j := by
    refine Finset.sum_congr rfl fun i _ => Finset.sum_congr rfl fun j _ => ?_
    rcases lt_trichotomy i j with h | h | h
    · simp [b, weight, h.le, not_le_of_gt h, h.ne]
    · subst h
      simp [b, weight, two_mul]
    · simp [b, weight, h.le, not_le_of_gt h, h.ne, ha i j]
  have e4 : ∑ i, ∑ j, b j i = ∑ i, ∑ j, b i j := Finset.sum_comm
  simp only [Finset.sum_add_distrib, ← Finset.mul_sum] at e3
  linarith

/-- The density of a symmetric `D` is a linear combination of the products `f_i f_j`, `i ≤ j`. -/
theorem density_eq_pairs (f : Fin K → X → ℝ) {D : Matrix (Fin K) (Fin K) ℝ} (hD : D.IsSymm) :
    density f D = ∑ p : Pair K, (weight p.1.1 p.1.2 * D p.1.1 p.1.2) • pairProduct f p := by
  funext x
  simp only [density, Finset.sum_apply, Pi.smul_apply, smul_eq_mul, pairProduct]
  rw [sum_pairs (fun i j => D i j * (f i x * f j x))
    (fun i j => by rw [hD.apply i j]; ring)]
  exact Finset.sum_congr rfl fun p _ => by ring

/-- If the products `f_i f_j`, `i ≤ j`, are linearly independent, then `tr(TD)` for symmetric `D`
is given by a single linear functional of the density. -/
theorem kinetic_energy_linear_in_density (f : Fin K → X → ℝ)
    (h : LinearIndependent ℝ (pairProduct f)) (T : Matrix (Fin K) (Fin K) ℝ) :
    ∃ L : (X → ℝ) →ₗ[ℝ] ℝ, ∀ D : Matrix (Fin K) (Fin K) ℝ, D.IsSymm →
      L (density f D) = (T * D).trace := by
  -- a linear map that reads off the coefficients of the products
  obtain ⟨G, hG⟩ := LinearMap.exists_leftInverse_of_injective
    (Finsupp.linearCombination ℝ (pairProduct f)) (LinearMap.ker_eq_bot.mpr h)
  have hv : ∀ p, G (pairProduct f p) = Finsupp.single p 1 := fun p => by
    simpa using LinearMap.congr_fun hG (Finsupp.single p 1)
  refine ⟨(Finsupp.linearCombination ℝ
    (fun p : Pair K => (T p.1.1 p.1.2 + T p.1.2 p.1.1) / 2)) ∘ₗ G, fun D hD => ?_⟩
  rw [density_eq_pairs f hD, map_sum]
  simp only [map_smul, LinearMap.comp_apply, hv, Finsupp.linearCombination_single, one_smul,
    smul_eq_mul, Matrix.trace, Matrix.diag_apply, Matrix.mul_apply]
  have hs := sum_pairs (fun i j => D i j * ((T i j + T j i) / 2))
    (fun i j => by rw [hD.apply i j]; ring)
  have h1 : ∑ i, ∑ j, T i j * D j i = ∑ i, ∑ j, T j i * D i j := Finset.sum_comm
  have h2 : ∑ i, ∑ j, D i j * ((T i j + T j i) / 2) =
      (∑ i, ∑ j, T i j * D j i + ∑ i, ∑ j, T j i * D i j) / 2 := by
    rw [← Finset.sum_add_distrib, Finset.sum_div]
    refine Finset.sum_congr rfl fun i _ => ?_
    rw [← Finset.sum_add_distrib, Finset.sum_div]
    refine Finset.sum_congr rfl fun j _ => ?_
    rw [hD.apply i j]
    ring
  simp only [← mul_assoc] at hs ⊢
  linarith

end

end KineticEnergyLinearInDensity
```

Compiling this gives:

```
Main.lean:86:2: error: linarith failed to find a contradiction
case h1
K : ℕ
X : Type u_1
f : Fin K → X → ℝ
h : LinearIndependent ℝ (pairProduct f)
T : Matrix (Fin K) (Fin K) ℝ
G : (X → ℝ) →ₗ[ℝ] Pair K →₀ ℝ
hG : G ∘ₗ Finsupp.linearCombination ℝ (pairProduct f) = LinearMap.id
hv : ∀ (p : Pair K), G (pairProduct f p) = fun₀ | p => 1
D : Matrix (Fin K) (Fin K) ℝ
hD : D.IsSymm
h1 : ∑ i, ∑ j, T i j * D j i = ∑ i, ∑ j, T j i * D i j
h2 : ∑ i, ∑ j, D i j * ((T i j + T j i) / 2) = (∑ i, ∑ j, T i j * D j i + ∑ i, ∑ j, T j i * D i j) / 2
hs :
  ∑ i, ∑ j, D i j * ((T i j + T j i) / 2) =
    ∑ x, weight (↑x).1 (↑x).2 * D (↑x).1 (↑x).2 * ((T (↑x).1 (↑x).2 + T (↑x).2 (↑x).1) / 2)
a✝ :
  ∑ x, weight (↑x).1 (↑x).2 * D (↑x).1 (↑x).2 * 1 * ((T (↑x).1 (↑x).2 + T (↑x).2 (↑x).1) / 2) < ∑ i, ∑ j, T i j * D j i
⊢ False
failed
Main.lean:72:83: warning: This simp argument is unused:
  one_smul

Hint: Omit it from the simp argument list.
  [apply] simp only [map_smul, LinearMap.comp_apply, hv, Finsupp.linearCombination_single, smul_eq_mul, Matrix.trace,
    Matrix.diag_apply, Matrix.mul_apply]

Note: This linter can be disabled with `set_option linter.unusedSimpArgs false`
```

The error comes from the last step, where `linarith` has to combine `hs`, `h1` and `h2`. It treats each whole sum as an unknown quantity, so the sum over pairs in the goal must match the one in `hs`. The two differ by a factor `* 1` inside the goal's sum, and `linarith` doesn't see that they are equal.

The factor comes from `G (pairProduct f p)`, which is `Finsupp.single p 1`. `Finsupp.linearCombination_single` turns this coefficient 1 into a scalar multiplication, and `smul_eq_mul` rewrites that as an ordinary product before `one_smul` can remove it. This is why the warning reports `one_smul` as unused.

Adding `mul_one` to the last `simp only` deletes the factor. The two sums then agree, and `linarith` can finish from the three equations. Dropping `one_smul` from the earlier `simp only` is mere tidying, which clears the warning.

This version goes through:

```diff
@@ -70,5 +70,5 @@
     (fun p : Pair K => (T p.1.1 p.1.2 + T p.1.2 p.1.1) / 2)) ∘ₗ G, fun D hD => ?_⟩
   rw [density_eq_pairs f hD, map_sum]
-  simp only [map_smul, LinearMap.comp_apply, hv, Finsupp.linearCombination_single, one_smul,
+  simp only [map_smul, LinearMap.comp_apply, hv, Finsupp.linearCombination_single,
     smul_eq_mul, Matrix.trace, Matrix.diag_apply, Matrix.mul_apply]
   have hs := sum_pairs (fun i j => D i j * ((T i j + T j i) / 2))
@@ -83,5 +83,5 @@
     rw [hD.apply i j]
     ring
-  simp only [← mul_assoc] at hs ⊢
+  simp only [← mul_assoc, mul_one] at hs ⊢
   linarith
 
```
